# Weak values of the Pauli matrices between non-orthogonal pure spin-½ states, and why those of σ_z have no upper bound

The weak value is defined here as a quotient of two traces that contain the state operators, not as a quotient of amplitudes. For an observable A, an initial state P_i and a post-selected state P_f, it is

A_w = tr(P_f A P_i) / tr(P_f P_i).

The phases of the kets cancel in both quotients. The states enter the traces only through their operators, so a pure spin state can be given directly by its Bloch vector, a real vector a with a·a = 1. The weak value depends on two such vectors: a for the preparation and b for the post-selection. There is no evolution between the two.

Below, I is the imaginary unit (`Complex.I`), and i labels a component, except in P_i, where it marks the initial state. Components are numbered 0, 1, 2 for x, y, z, as in the code.

```lean
import Mathlib

open Matrix

namespace SpinWeakValues

noncomputable section
```

## Spin states from Bloch vectors

The Pauli matrices are written out in the basis of σ_z, so that `pauli 0`, `pauli 1` and `pauli 2` are σ_x, σ_y and σ_z. Their eigenvalues are ±1; the spin components themselves are ħ/2 times these matrices.

```lean
/-- The three Pauli matrices, indexed by the directions x, y, z. -/
def pauli : Fin 3 → Matrix (Fin 2) (Fin 2) ℂ :=
  ![!![0, 1; 1, 0], !![0, -Complex.I; Complex.I, 0], !![1, 0; 0, -1]]
```

The state with Bloch vector a is

P_a = (1 + a·σ)/2.

The definition accepts any real vector. The condition a·a = 1, which makes the state pure, enters as a hypothesis where it is needed.

```lean
/-- The operator `(1 + a·σ)/2` belonging to the Bloch vector `a`. -/
def spinProj (a : Fin 3 → ℝ) : Matrix (Fin 2) (Fin 2) ℂ :=
  (1 / 2 : ℂ) • (1 + ∑ i, (a i : ℂ) • pauli i)
```

The weak value is the quotient of traces given above, with the post-selected state as the second argument and the initial state as the third. Lean assigns the value 0 to a quotient with zero denominator, so the theorems below also say that the overlap does not vanish.

```lean
/-- The weak value of `A` between the initial state `Pi` and the post-selected state `Pf`. -/
def weakValue (A Pf Pi : Matrix (Fin 2) (Fin 2) ℂ) : ℂ :=
  (Pf * A * Pi).trace / (Pf * Pi).trace
```

Inserting the Pauli matrices gives P_a explicitly:

P_a = ½ [ 1 + a_2, a_0 − I a_1 ; a_0 + I a_1, 1 − a_2 ].

The matrix is Hermitian and has trace 1, as its entries show.

```lean
/-- The matrix elements of `(1 + a·σ)/2` in the basis of `σ_z`. -/
theorem spinProj_eq (a : Fin 3 → ℝ) :
    spinProj a = !![(1 + (a 2 : ℂ)) / 2, ((a 0 : ℂ) - Complex.I * a 1) / 2;
      ((a 0 : ℂ) + Complex.I * a 1) / 2, (1 - (a 2 : ℂ)) / 2] := by
  ext i j
  fin_cases i <;> fin_cases j <;>
    simp [spinProj, pauli, Fin.sum_univ_three] <;> ring
```

To see that P_a is a projector for a unit vector, use (a·σ)² = a·a = 1:

P_a² = (1 + 2 a·σ + (a·σ)²)/4 = (2 + 2 a·σ)/4 = P_a.

```lean
/-- For a unit Bloch vector, `(1 + a·σ)/2` is idempotent. -/
theorem spinProj_idempotent {a : Fin 3 → ℝ} (ha : a ⬝ᵥ a = 1) :
    spinProj a * spinProj a = spinProj a := by
  simp only [dotProduct, Fin.sum_univ_three] at ha
  have hac : (a 0 : ℂ) * a 0 + (a 1 : ℂ) * a 1 + (a 2 : ℂ) * a 2 = 1 := by
    exact_mod_cast ha
  rw [spinProj_eq]
  ext i j
  fin_cases i <;> fin_cases j <;> simp [Matrix.mul_apply, Fin.sum_univ_two] <;>
    first
    | ring1
    | linear_combination hac / 4 - ((a 1 : ℂ) ^ 2 / 4) * Complex.I_sq
```

The Lean proof compares the four matrix entries. The off-diagonal ones agree by algebra alone, while the diagonal ones need a·a = 1 and I² = −1, which `linear_combination` supplies.

## From traces to amplitudes

For pure states P_f = |φ⟩⟨φ| and P_i = |ψ⟩⟨ψ|, the cyclic property of the trace gives

tr(|φ⟩⟨φ| A |ψ⟩⟨ψ|) = ⟨φ|A|ψ⟩⟨ψ|φ⟩.

Setting A = 1 gives the denominator, ⟨φ|ψ⟩⟨ψ|φ⟩. When the states are not orthogonal, the common factor ⟨ψ|φ⟩ cancels, and the familiar form remains:

A_w = ⟨φ|A|ψ⟩ / ⟨φ|ψ⟩.

```lean
/-- For state vectors `φ` and `ψ`, the trace of `|φ⟩⟨φ| A |ψ⟩⟨ψ|` is `⟨φ|A|ψ⟩⟨ψ|φ⟩`. -/
theorem trace_ket_bra (A : Matrix (Fin 2) (Fin 2) ℂ) (φ ψ : Fin 2 → ℂ) :
    (vecMulVec φ (star φ) * A * vecMulVec ψ (star ψ)).trace
      = (star φ ⬝ᵥ A *ᵥ ψ) * (star ψ ⬝ᵥ φ) := by
  simp only [Matrix.trace_fin_two, Matrix.mul_apply, vecMulVec_apply, dotProduct,
    Matrix.mulVec, Fin.sum_univ_two]
  ring
```

Here `vecMulVec φ (star φ)` is the matrix |φ⟩⟨φ|, and `star` is complex conjugation. The identity holds for all vectors, normalised or not.

## The two traces

For the numerator, expand the product:

tr(P_b σ_i P_a) = ¼ tr[(1 + b·σ) σ_i (1 + a·σ)].

There are four terms. The first is tr σ_i = 0. The two terms with a single Bloch vector follow from tr(σ_i σ_k) = 2δ_ik and give 2a_i and 2b_i. The last uses tr(σ_j σ_i σ_k) = 2I ε_jik:

Σ_jk b_j a_k · 2I ε_jik = 2I (a × b)_i.

Adding the terms and dividing by four,

tr(P_b σ_i P_a) = (a + b + I a × b)_i / 2.

```lean
/-- The numerator of the weak value of a Pauli matrix, in terms of the two Bloch vectors. -/
theorem trace_pauli (a b : Fin 3 → ℝ) (i : Fin 3) :
    (spinProj b * pauli i * spinProj a).trace
      = ((a i : ℂ) + b i + Complex.I * (((a ⨯₃ b) i : ℝ) : ℂ)) / 2 := by
  simp only [spinProj_eq, Matrix.trace_fin_two]
  fin_cases i <;>
    simp [pauli, Matrix.mul_apply, Fin.sum_univ_two, cross_apply] <;>
    ring_nf
  -- one component is left, where the square of the imaginary unit enters
  simp only [Complex.I_sq]
  ring
```

Lean replaces the trace identities by a direct calculation with the 2×2 matrices, one component at a time. The symbol `⨯₃` is the cross product of real vectors, whose components are then read as complex numbers.

The order of the factors matters. Exchanging preparation and post-selection reverses the sign of a × b and so turns the weak value into its complex conjugate. A test with a real weak value does not reveal the error. Preparation along x with post-selection along y does: the weak value of σ_z is then I, and the exchanged order gives −I.

The denominator follows in the same way, with only two surviving terms:

tr(P_b P_a) = ¼ (2 + 2 a·b) = (1 + a·b)/2.

```lean
/-- The overlap of the two spin states is `(1 + a·b)/2`. -/
theorem trace_overlap (a b : Fin 3 → ℝ) :
    (spinProj b * spinProj a).trace = (1 + ((a ⬝ᵥ b : ℝ) : ℂ)) / 2 := by
  simp only [spinProj_eq, Matrix.trace_fin_two]
  simp [Matrix.mul_apply, Fin.sum_univ_two, dotProduct, Fin.sum_univ_three]
  linear_combination (-((a 1 : ℂ) * b 1) / 2) * Complex.I_sq
```

For pure states this is |⟨φ|ψ⟩|², the probability that the post-selection succeeds when the measurement in between does not disturb the state.

## When the quotient is defined

The overlap vanishes when a·b = −1. For unit vectors,

|a + b|² = a·a + b·b + 2 a·b = 2(1 + a·b),

so 1 + a·b = 0 forces a + b = 0. Conversely, b = −a gives a·b = −a·a = −1. Opposite Bloch vectors are orthogonal spin states, and they are the only excluded pairs.

```lean
/-- For unit vectors, `1 + a·b` vanishes exactly when the directions are opposite. -/
theorem antipodal_iff {a b : Fin 3 → ℝ} (ha : a ⬝ᵥ a = 1) (hb : b ⬝ᵥ b = 1) :
    1 + a ⬝ᵥ b = 0 ↔ b = -a := by
  simp only [dotProduct, Fin.sum_univ_three] at ha hb ⊢
  constructor
  · intro h
    -- the squared length of a + b is 2 (1 + a·b)
    have hs : (a 0 + b 0) ^ 2 + (a 1 + b 1) ^ 2 + (a 2 + b 2) ^ 2 = 0 := by
      linear_combination ha + hb + 2 * h
    have p0 := sq_nonneg (a 0 + b 0)
    have p1 := sq_nonneg (a 1 + b 1)
    have p2 := sq_nonneg (a 2 + b 2)
    have h0 : a 0 + b 0 = 0 := (pow_eq_zero_iff two_ne_zero).1 (by linarith)
    have h1 : a 1 + b 1 = 0 := (pow_eq_zero_iff two_ne_zero).1 (by linarith)
    have h2 : a 2 + b 2 = 0 := (pow_eq_zero_iff two_ne_zero).1 (by linarith)
    ext i
    fin_cases i
    · change b 0 = -a 0
      linarith
    · change b 1 = -a 1
      linarith
    · change b 2 = -a 2
      linarith
  · intro h
    subst h
    simp only [Pi.neg_apply]
    linear_combination -ha
```

In the forward direction, `hs` states that the sum of the three squared components of a + b is zero. Since no square is negative, each must vanish, and the three components give b = −a.

Now divide the two traces. The factors ½ cancel:

(σ_i)_w = (a + b + I a × b)_i / (1 + a·b).

```lean
/-- For unit vectors `a`, `b` that are not opposite, the overlap is nonzero and the weak value of
`σ_i` is `(a + b + I a × b)_i / (1 + a·b)`, with `I` the imaginary unit. -/
theorem weakValue_pauli {a b : Fin 3 → ℝ} (ha : a ⬝ᵥ a = 1) (hb : b ⬝ᵥ b = 1)
    (hab : b ≠ -a) :
    (spinProj b * spinProj a).trace ≠ 0 ∧
    ∀ i, weakValue (pauli i) (spinProj b) (spinProj a)
      = ((a i : ℂ) + b i + Complex.I * (((a ⨯₃ b) i : ℝ) : ℂ))
        / (1 + ((a ⬝ᵥ b : ℝ) : ℂ)) := by
  have h : (1 : ℂ) + ((a ⬝ᵥ b : ℝ) : ℂ) ≠ 0 := by
    intro h
    exact hab ((antipodal_iff ha hb).1 (by exact_mod_cast h))
  refine ⟨by rw [trace_overlap]; exact div_ne_zero h two_ne_zero, fun i => ?_⟩
  rw [weakValue, trace_pauli, trace_overlap]
  field_simp
```

The theorem `weakValue_pauli` takes two unit vectors with b ≠ −a. It concludes that the overlap is nonzero and that the formula holds for all three components. The proof uses `antipodal_iff` to exclude a zero denominator, inserts the two traces, and leaves the cancellation to `field_simp`.

If b = a, the formula reduces to the ordinary expectation value a_i. In general the real part is (a_i + b_i)/(1 + a·b), and the imaginary part comes from the cross product alone.

## Choosing the weak value of σ_z

Prepare the spin along x, so that a = (1, 0, 0) and ψ = (1, 1)/√2.

```lean
/-- The unit vector along x. -/
def xAxis : Fin 3 → ℝ := ![1, 0, 0]
```

To obtain a prescribed complex number w, look for a post-selected state φ = (φ_0, φ_1). With φ_0* the conjugate of φ_0, the amplitude form requires

(φ_0* − φ_1*) / (φ_0* + φ_1*) = w.

This is solved by φ_0* ∝ 1 + w and φ_1* ∝ 1 − w. The normalised state is

φ = (1 + w*, 1 − w*) / √(2(1 + |w|²)),

and its Bloch vector is

b(w) = (1 − |w|², 2 Im w, 2 Re w) / (1 + |w|²).

```lean
/-- The post-selection direction `(1 - |w|², 2 Im w, 2 Re w)/(1 + |w|²)`. -/
def postDir (w : ℂ) : Fin 3 → ℝ :=
  ![(1 - Complex.normSq w) / (1 + Complex.normSq w),
    2 * w.im / (1 + Complex.normSq w), 2 * w.re / (1 + Complex.normSq w)]
```

In the code, `Complex.normSq w` is |w|². The vector has unit length because

(1 − |w|²)² + 4 (Im w)² + 4 (Re w)² = (1 − |w|²)² + 4|w|² = (1 + |w|²)².

Its scalar product with the x axis is its first component, hence

1 + a·b(w) = 1 + (1 − |w|²)/(1 + |w|²) = 2/(1 + |w|²).

This is positive for every w, so the post-selection is never orthogonal to the preparation.

```lean
/-- The post-selection direction is a unit vector, and its scalar product with the x axis
satisfies `1 + a·b = 2/(1 + |w|²)`. -/
theorem postDir_geometry (w : ℂ) :
    postDir w ⬝ᵥ postDir w = 1 ∧
    1 + xAxis ⬝ᵥ postDir w = 2 / (1 + Complex.normSq w) := by
  have hn : 1 + Complex.normSq w ≠ 0 := by
    have := Complex.normSq_nonneg w
    linarith
  have hs : Complex.normSq w = w.re * w.re + w.im * w.im := Complex.normSq_apply w
  constructor
  · simp only [dotProduct, Fin.sum_univ_three]
    change (1 - Complex.normSq w) / (1 + Complex.normSq w)
        * ((1 - Complex.normSq w) / (1 + Complex.normSq w))
      + 2 * w.im / (1 + Complex.normSq w) * (2 * w.im / (1 + Complex.normSq w))
      + 2 * w.re / (1 + Complex.normSq w) * (2 * w.re / (1 + Complex.normSq w)) = 1
    rw [div_mul_div_comm, div_mul_div_comm, div_mul_div_comm, ← add_div, ← add_div,
      div_eq_one_iff_eq (mul_ne_zero hn hn)]
    linear_combination -4 * hs
  · have hd : xAxis ⬝ᵥ postDir w
        = (1 - Complex.normSq w) / (1 + Complex.normSq w) := by
      simp [dotProduct, Fin.sum_univ_three, xAxis, postDir]
    rw [hd, eq_div_iff hn, add_mul, div_mul_cancel₀ _ hn]
    ring
```

Both parts of the proof clear the denominator 1 + |w|², which is at least 1. The first then uses |w|² = (Re w)² + (Im w)², recorded as `hs`.

For the weak value, only the z component is needed. Here a_2 = 0, b_2 = 2 Re w/(1 + |w|²), and (a × b)_2 = b_1 = 2 Im w/(1 + |w|²). Therefore

tr(P_b σ_z P_a) = ½ · 2(Re w + I Im w)/(1 + |w|²) = w/(1 + |w|²),

tr(P_b P_a) = 1/(1 + |w|²),

and the quotient is w.

```lean
/-- With spin prepared along x and post-selected along `postDir w`, the overlap is
`1/(1 + |w|²)` and the weak value of `σ_z` is the given complex number `w`. -/
theorem weakValue_arbitrary (w : ℂ) :
    (spinProj (postDir w) * spinProj xAxis).trace = 1 / (1 + (Complex.normSq w : ℂ)) ∧
    weakValue (pauli 2) (spinProj (postDir w)) (spinProj xAxis) = w := by
  have hn : (1 : ℂ) + (Complex.normSq w : ℂ) ≠ 0 := by
    have h : 1 + Complex.normSq w ≠ 0 := by
      have := Complex.normSq_nonneg w
      linarith
    exact_mod_cast h
  have hd : (1 : ℂ) + ((xAxis ⬝ᵥ postDir w : ℝ) : ℂ)
      = 2 / (1 + (Complex.normSq w : ℂ)) := by
    exact_mod_cast congrArg (fun x : ℝ => (x : ℂ)) (postDir_geometry w).2
  have ht : (spinProj (postDir w) * spinProj xAxis).trace
      = 1 / (1 + (Complex.normSq w : ℂ)) := by
    rw [trace_overlap, hd]
    ring
  refine ⟨ht, ?_⟩
  have hx : xAxis 2 = 0 := rfl
  have hz : postDir w 2 = 2 * w.re / (1 + Complex.normSq w) := rfl
  have hc : (xAxis ⨯₃ postDir w) 2 = 2 * w.im / (1 + Complex.normSq w) := by
    simp [cross_apply, xAxis, postDir]
  -- real and imaginary parts combine to `2 w/(1 + |w|²)`
  have hnum : ((xAxis 2 : ℂ) + postDir w 2
      + Complex.I * (((xAxis ⨯₃ postDir w) 2 : ℝ) : ℂ))
      = 2 * w / (1 + (Complex.normSq w : ℂ)) := by
    rw [hx, hz, hc]
    push_cast
    linear_combination (2 / (1 + (Complex.normSq w : ℂ))) * Complex.re_add_im w
  rw [weakValue, trace_pauli, ht, hnum]
  field_simp
```

The equation `hnum` combines the real and imaginary parts into 2w/(1 + |w|²), which is twice the numerator, and `ht` is the overlap. The theorem thus gives, for every complex w, both the weak value and the overlap of the states that produce it.

A large weak value comes with a small overlap. For w = 100 and the states above, post-selection without disturbance from the measurement in between succeeds once in 10 001 runs on average.

## Real weak values above any bound

Given a real number K, take w = K + 1. Then

(σ_z)_w = K + 1 > K,

with a along x and b = b(K + 1). Both are unit vectors, and 1 + a·b = 2/(1 + (K + 1)²) > 0 shows that a·b ≠ −1.

```lean
/-- For every bound `K` there are unit vectors `a`, `b` with `a·b ≠ -1` for which the weak value
of `σ_z` is real and larger than `K`. -/
theorem weakValue_unbounded (K : ℝ) :
    ∃ a b : Fin 3 → ℝ, a ⬝ᵥ a = 1 ∧ b ⬝ᵥ b = 1 ∧ a ⬝ᵥ b ≠ -1 ∧
      ∃ r : ℝ, K < r ∧ weakValue (pauli 2) (spinProj b) (spinProj a) = (r : ℂ) := by
  refine ⟨xAxis, postDir ((K + 1 : ℝ) : ℂ), ?_, (postDir_geometry _).1, ?_,
    K + 1, by linarith, (weakValue_arbitrary _).2⟩
  · simp [dotProduct, Fin.sum_univ_three, xAxis]
  · intro h
    have h1 := (postDir_geometry ((K + 1 : ℝ) : ℂ)).2
    have h2 : 0 < 2 / (1 + Complex.normSq ((K + 1 : ℝ) : ℂ)) :=
      div_pos two_pos (by linarith [Complex.normSq_nonneg ((K + 1 : ℝ) : ℂ)])
    linarith

end

end SpinWeakValues
```

In `weakValue_unbounded`, the number `r` is real, and the weak value equals `r` regarded as a complex number, so its imaginary part is zero. The vectors may depend on K.

For a single spin-½ with pure preparation and post-selection, a weak value of σ_z can therefore lie far outside the interval from −1 to 1 that contains every expectation value. The theorems contain no pointer and no coupling strength, and the weak values are derived for pure states only. In a weak measurement, the quotient governs the mean pointer response in the post-selected runs to first order in the coupling, and that approximation requires the coupling to be small enough for the chosen post-selection.

In a numerical calculation with state vectors, the weak value can be computed from amplitudes. In NumPy this is `np.vdot(phi, A @ psi) / np.vdot(phi, psi)`, where `vdot` conjugates its first argument. The denominator should be inspected before the division, because near orthogonality a small error in a state can produce a large error in the result. The pair a = (1, 0, 0) and b(w) provides a test with a known complex answer.

```lean
#print axioms SpinWeakValues.spinProj_idempotent
#print axioms SpinWeakValues.trace_ket_bra
#print axioms SpinWeakValues.weakValue_pauli
#print axioms SpinWeakValues.weakValue_unbounded
```

```
'SpinWeakValues.spinProj_idempotent' depends on axioms: [propext, Classical.choice, Quot.sound]
'SpinWeakValues.trace_ket_bra' depends on axioms: [propext, Classical.choice, Quot.sound]
'SpinWeakValues.weakValue_pauli' depends on axioms: [propext, Classical.choice, Quot.sound]
'SpinWeakValues.weakValue_unbounded' depends on axioms: [propext, Classical.choice, Quot.sound]
```
